# The imaginary-frequency integral of the squared model response of a gapped Dirac sheet

The theorem concerns a model response of a gapped Dirac sheet, `q / √(v²q² + g² + u²)`, at wavenumber `q` and imaginary frequency `u`, with velocity `v` and gap `g > 0`. It says that the square of this response, weighted by `q · exp(-2qD)` and integrated over all `u > 0` and then all `q > 0`, equals `π/2` times the integral over `q > 0` of `q³ · exp(-2qD) / √(v²q² + g²)`. The file takes this last integral as its definition of the attraction of two sheets at distance `D`. The proof compares the two sides at each fixed `q`, where rescaling `u` by `E = √(v²q² + g²)` turns the frequency integral into the arctangent integral, with value `π/2`.

An attempt in Lean 4 with a fault in it:

```lean
import Mathlib

open MeasureTheory Set Filter Topology

namespace FrequencyIntegral

noncomputable section

/-- Model response of a gapped Dirac sheet at wavenumber `q` and imaginary frequency `u`,
with velocity `v` and gap `g > 0`. -/
def response (v g q u : ℝ) : ℝ := q / Real.sqrt (v ^ 2 * q ^ 2 + g ^ 2 + u ^ 2)

/-- Contribution of wavenumber `q` to the attraction of two sheets at distance `D`,
for a gap `g > 0`. -/
def integrand (v g D q : ℝ) : ℝ :=
  q ^ 3 * Real.exp (-2 * q * D) / Real.sqrt (v ^ 2 * q ^ 2 + g ^ 2)

/-- The attraction integral `I(D)`: the sum of the contributions of all wavenumbers `q > 0`. -/
def attraction (v g D : ℝ) : ℝ := ∫ q in Ioi (0 : ℝ), integrand v g D q

/-- For `g > 0`, integrating the squared response over imaginary frequency and then over wavenumber,
with the weight `q` and the evanescent factor `exp (-2qD)`, gives `π/2` times the attraction
integral. -/
theorem frequency_integral (v D : ℝ) {g : ℝ} (hg : 0 < g) :
    ∫ q in Ioi (0 : ℝ), ∫ u in Ioi (0 : ℝ),
      q * response v g q u ^ 2 * Real.exp (-2 * q * D)
      = Real.pi / 2 * attraction v g D := by
  unfold attraction
  rw [← integral_const_mul]
  refine setIntegral_congr_fun measurableSet_Ioi fun q _ => ?_
  unfold integrand response
  have hE : 0 < Real.sqrt (v ^ 2 * q ^ 2 + g ^ 2) := Real.sqrt_pos.2 (by positivity)
  have hE2 := Real.sq_sqrt (show 0 ≤ v ^ 2 * q ^ 2 + g ^ 2 by positivity)
  dsimp only
  generalize Real.exp (-2 * q * D) = e
  generalize Real.sqrt (v ^ 2 * q ^ 2 + g ^ 2) = E at hE hE2 ⊢
  -- the frequency integral is an arctangent integral in the variable u / E
  have h : ∫ u in Ioi (0 : ℝ), (1 + (E⁻¹ * u) ^ 2)⁻¹ = E * (Real.pi / 2) := by
    have h' := integral_comp_mul_left_Ioi (fun x : ℝ => (1 + x ^ 2)⁻¹) 0 (inv_pos.2 hE)
    rw [mul_zero, integral_Ioi_inv_one_add_sq, Real.arctan_zero, sub_zero, inv_inv,
      smul_eq_mul] at h'
    exact h'
  have hc : ∀ u : ℝ, q * (q / Real.sqrt (v ^ 2 * q ^ 2 + g ^ 2 + u ^ 2)) ^ 2 * e
      = q ^ 3 * e / E ^ 2 * (1 + (E⁻¹ * u) ^ 2)⁻¹ := by
    intro u
    have h1 : E ^ 2 * (1 + (E⁻¹ * u) ^ 2) = E ^ 2 + u ^ 2 := by
      field_simp
    rw [div_pow, Real.sq_sqrt (by positivity), ← hE2, ← h1, div_eq_mul_inv, mul_inv]
    ring
  simp only [hc]
  rw [integral_const_mul, h]
  field_simp

end

end FrequencyIntegral
```

The compiler's answer:

```
Main.lean:34:2: error: `dsimp` made no progress
```

Fix (accepted with no message):

```diff
@@ -32,5 +32,5 @@
   have hE : 0 < Real.sqrt (v ^ 2 * q ^ 2 + g ^ 2) := Real.sqrt_pos.2 (by positivity)
   have hE2 := Real.sq_sqrt (show 0 ≤ v ^ 2 * q ^ 2 + g ^ 2 by positivity)
-  dsimp only
+
   generalize Real.exp (-2 * q * D) = e
   generalize Real.sqrt (v ^ 2 * q ^ 2 + g ^ 2) = E at hE hE2 ⊢
```

What went wrong. The error is about a simplification step that had nothing to do, and the mathematics is not at fault. With no lemmas supplied, `dsimp only` can still make basic definitional reductions, such as turning `(fun q => f q) q` into `f q`. A step like this is often put after `setIntegral_congr_fun`, which asks for two functions to agree at each point and can leave their values written in that unreduced form.

Here the goal contained nothing of the kind by the time `dsimp only` ran, after `unfold integrand response`. Lean treats a `dsimp` call that leaves the goal unchanged as an error, hence "`dsimp` made no progress".

The repair deletes the call. The two `generalize` steps that follow then act on the same goal, which was already in the form they need, and the rest of the proof goes through as written. The blank line left in its place has no effect.
